# Eigenvalues of a finite plane-wave potential matrix are bounded by the summed absolute Fourier coefficients

Let a real potential have finitely many nonzero Fourier coefficients v(k), and let G be a finite set of plane waves. Every eigenvalue μ of the matrix with entries v(g−h), for g, h in G, is real and satisfies

|μ| ≤ S(v), where S(v) = ∑ₖ |v(k)|.

For one non-interacting electron in a local potential, this limits how far the potential can move the levels from the kinetic energies, and the limit does not depend on the size of the finite basis.

Wave vectors are elements of an additive abelian group `A`, such as a reciprocal lattice.

```lean
import Mathlib

open Matrix ComplexConjugate

namespace PlaneWavePotential

noncomputable section

variable {A : Type*} [AddCommGroup A]
```

The coefficients form a finitely supported function `v : A →₀ ℂ`, so infinite Fourier series are not covered. The potential is real in position space when v(−g) = conj v(g).

```lean
/-- The Fourier coefficients satisfy the reality condition `v(-g) = conj v(g)`. -/
def IsRealPotential (v : A →₀ ℂ) : Prop := ∀ g, v (-g) = conj (v g)
```

The basis is a `Finset A`, with its plane waves taken as orthonormal. A local potential couples h to g through the difference g−h alone; nonlocal pseudopotentials do not have this form.

```lean
/-- The potential matrix `v(g - h)` in the finite plane-wave basis `G`. -/
def potentialMatrix (v : A →₀ ℂ) (G : Finset A) : Matrix G G ℂ :=
  Matrix.of fun g h => v ((g : A) - (h : A))
```

The sum S(v) needs only the support of v.

```lean
/-- The sum of the absolute values of all Fourier coefficients. -/
def strength (v : A →₀ ℂ) : ℝ := ∑ k ∈ v.support, ‖v k‖
```

The Hamiltonian adds kinetic energies on the diagonal:

H(g,h) = T(g) δ(g,h) + v(g−h).

Here T is any real function. For crystal momentum p, in atomic units, it would be T(g) = ½|p+g|².

```lean
/-- The plane-wave Hamiltonian: kinetic energies `T g` on the diagonal plus the
potential matrix. -/
def hamiltonian [DecidableEq A] (T : A → ℝ) (v : A →₀ ℂ) (G : Finset A) : Matrix G G ℂ :=
  Matrix.diagonal (fun g : G => ((T g : ℝ) : ℂ)) + potentialMatrix v G
```

The potential c exp(iq·r) + conj(c) exp(−iq·r) is a cosine of arbitrary phase. Its coefficients are c at q and conj c at −q, and negating the wave vector exchanges them. If q = −q, they add to the real number 2 Re c. The case split in the proof covers both situations.

```lean
/-- A cosine potential with wave vector `q` and complex amplitude `c` satisfies the
reality condition. -/
theorem isRealPotential_witness (q : A) (c : ℂ) :
    IsRealPotential (Finsupp.single q c + Finsupp.single (-q) (conj c)) := by
  classical
  intro g
  have h1 : (q = -g) ↔ (-q = g) := neg_eq_iff_eq_neg.symm
  simp only [Finsupp.add_apply, Finsupp.single_apply, h1, neg_inj, map_add]
  split_ifs <;> simp [add_comm]
```

Reality of the potential makes the matrix Hermitian:

conj v(h−g) = v(−(h−g)) = v(g−h).

```lean
/-- The potential matrix of a real potential is Hermitian. -/
theorem potentialMatrix_isHermitian {v : A →₀ ℂ} (hv : IsRealPotential v) (G : Finset A) :
    (potentialMatrix v G).IsHermitian := by
  refine Matrix.IsHermitian.ext fun g h => ?_
  change conj (v ((h : A) - (g : A))) = v ((g : A) - (h : A))
  rw [← hv, neg_sub]
```

An eigenvalue is expressed by a nonzero vector x with Mx = μx. Put N = ∑ |x_g|², which is positive. Then

x†Mx = μN.

For Hermitian M the left side equals its own conjugate, so μN = conj(μ)N. Hence Im μ · N = 0 and Im μ = 0. In the code, `hq` is the reality of x†Mx, and `hpos` is N > 0.

```lean
/-- Every eigenvalue of a Hermitian matrix is real. -/
theorem eigenvalue_real {n : Type*} [Fintype n] {M : Matrix n n ℂ} (hM : M.IsHermitian)
    {x : n → ℂ} (hx : x ≠ 0) {μ : ℂ} (hμ : M *ᵥ x = μ • x) : μ.im = 0 := by
  -- the number x†Mx is real
  have hq : star (star x ⬝ᵥ (M *ᵥ x)) = star x ⬝ᵥ (M *ᵥ x) := by
    simp only [Matrix.mulVec, dotProduct, Finset.mul_sum, star_sum, star_mul', star_star,
      Pi.star_apply]
    rw [Finset.sum_comm]
    refine Finset.sum_congr rfl fun a _ => Finset.sum_congr rfl fun b _ => ?_
    rw [hM.apply a b]
    ring
  -- the squared norm is real and positive
  have hN : star x ⬝ᵥ x = ((∑ g, Complex.normSq (x g) : ℝ) : ℂ) := by
    simp [dotProduct, Complex.normSq_eq_conj_mul_self]
  obtain ⟨k, hk⟩ := Function.ne_iff.mp hx
  have hpos : 0 < ∑ g, Complex.normSq (x g) :=
    Finset.sum_pos' (fun g _ => Complex.normSq_nonneg _)
      ⟨k, Finset.mem_univ k, Complex.normSq_pos.mpr hk⟩
  rw [hμ, dotProduct_smul, smul_eq_mul, hN] at hq
  have him := congrArg Complex.im hq
  simp only [Complex.star_def, map_mul, Complex.conj_ofReal, Complex.im_mul_ofReal,
    Complex.conj_im] at him
  have hz : μ.im * ∑ g, Complex.normSq (x g) = 0 := by linarith
  exact (mul_eq_zero.mp hz).resolve_right hpos.ne'
```

For fixed g, distinct h give distinct differences k = g−h. Each coefficient therefore occurs at most once in a row:

∑_{h∈G} |v(g−h)| = ∑_{k∈g−G} |v(k)| ≤ S(v),

where g−G is the set of these differences.

```lean
/-- Each absolute row sum of the potential matrix is at most the sum of the absolute
values of all Fourier coefficients. -/
theorem row_sum_le (v : A →₀ ℂ) (G : Finset A) (g : A) :
    ∑ h : G, ‖v (g - (h : A))‖ ≤ strength v := by
  classical
  rw [Finset.sum_coe_sort G (fun h => ‖v (g - h)‖)]
  -- distinct basis vectors give distinct momentum transfers
  have himg : ∑ h ∈ G, ‖v (g - h)‖ = ∑ k ∈ G.image (fun h => g - h), ‖v k‖ := by
    rw [Finset.sum_image]
    intro a _ b _ hab
    simpa using hab
  rw [himg]
  calc ∑ k ∈ G.image (fun h => g - h), ‖v k‖
      ≤ ∑ k ∈ G.image (fun h => g - h) ∪ v.support, ‖v k‖ :=
        Finset.sum_le_sum_of_subset_of_nonneg Finset.subset_union_left
          (fun _ _ _ => norm_nonneg _)
    _ = strength v :=
        (Finset.sum_subset Finset.subset_union_right
          (fun k _ hk => by simpa using hk)).symm
```

The bound turns on `Finset.sum_image`. It replaces a sum over the image of a map by a sum over the original set, provided that the map is injective on that set. After `rw [Finset.sum_image]`, this injectivity remains as a goal: g−a = g−b must imply a = b, which `simpa` obtains by cancellation. Without injectivity a coefficient could be counted several times, and the row sum could then exceed S(v).

Now let Hx = Ex with x ≠ 0, and choose g so that |x_g| is largest. Row g reads

(E−T(g)) x_g = ∑_{h∈G} v(g−h) x_h.

Taking absolute values and using |x_h| ≤ |x_g| gives

|E−T(g)| |x_g| ≤ ∑_{h∈G} |v(g−h)| |x_g| ≤ S(v) |x_g|.

Since |x_g| > 0, it can be divided out. `Finset.exists_max_image` supplies g, `key` is the row equation, and the `calc` block is the chain of inequalities. Reality of the potential is not needed here.

```lean
/-- Every eigenvalue of the plane-wave Hamiltonian lies within the summed absolute
Fourier coefficients of some kinetic energy in the basis. -/
theorem eigenvalue_near_kinetic [DecidableEq A] (T : A → ℝ) (v : A →₀ ℂ) (G : Finset A)
    {x : G → ℂ} (hx : x ≠ 0) {E : ℂ} (hE : hamiltonian T v G *ᵥ x = E • x) :
    ∃ g ∈ G, ‖E - (T g : ℂ)‖ ≤ strength v := by
  -- choose the largest component of the eigenvector
  obtain ⟨k, hk⟩ := Function.ne_iff.mp hx
  obtain ⟨g, _, hg⟩ := Finset.exists_max_image Finset.univ (fun g => ‖x g‖)
    ⟨k, Finset.mem_univ k⟩
  have hpos : 0 < ‖x g‖ := lt_of_lt_of_le (norm_pos_iff.mpr hk) (hg k (Finset.mem_univ k))
  have h := congrFun hE g
  simp only [hamiltonian, Matrix.add_mulVec, Pi.add_apply, Matrix.mulVec_diagonal,
    Pi.smul_apply, smul_eq_mul] at h
  have key : (E - (T g : ℂ)) * x g = ∑ h : G, v ((g : A) - (h : A)) * x h := by
    have h2 : (potentialMatrix v G *ᵥ x) g = ∑ h : G, v ((g : A) - (h : A)) * x h := rfl
    rw [← h2]
    linear_combination -h
  refine ⟨g, g.2, le_of_mul_le_mul_right ?_ hpos⟩
  calc ‖E - (T g : ℂ)‖ * ‖x g‖ = ‖∑ h : G, v ((g : A) - (h : A)) * x h‖ := by
        rw [← norm_mul, key]
    _ ≤ ∑ h : G, ‖v ((g : A) - (h : A)) * x h‖ := norm_sum_le _ _
    _ ≤ ∑ h : G, ‖v ((g : A) - (h : A))‖ * ‖x g‖ := by
        refine Finset.sum_le_sum fun h _ => ?_
        rw [norm_mul]
        exact mul_le_mul_of_nonneg_left (hg h (Finset.mem_univ h)) (norm_nonneg _)
    _ = (∑ h : G, ‖v ((g : A) - (h : A))‖) * ‖x g‖ := by rw [Finset.sum_mul]
    _ ≤ strength v * ‖x g‖ :=
        mul_le_mul_of_nonneg_right (row_sum_le v G g) (norm_nonneg _)
```

Setting T = 0 turns H into the potential matrix and gives |μ| ≤ S(v). Hermiticity gives Im μ = 0.

```lean
/-- Every eigenvalue of the potential matrix of a real potential is real, and its absolute
value is at most the sum of the absolute values of all Fourier coefficients. -/
theorem potential_eigenvalue_bound {v : A →₀ ℂ} (hv : IsRealPotential v) (G : Finset A)
    {x : G → ℂ} (hx : x ≠ 0) {μ : ℂ} (hμ : potentialMatrix v G *ᵥ x = μ • x) :
    μ.im = 0 ∧ ‖μ‖ ≤ strength v := by
  classical
  refine ⟨eigenvalue_real (potentialMatrix_isHermitian hv G) hx hμ, ?_⟩
  -- the potential alone is the Hamiltonian with zero kinetic energy
  have h0 : hamiltonian (fun _ => 0) v G = potentialMatrix v G := by
    simp [hamiltonian]
  obtain ⟨g, _, hg⟩ := eigenvalue_near_kinetic (fun _ => 0) v G hx (by rw [h0]; exact hμ)
  simpa using hg
```

The mean potential v(0) is real and shifts every diagonal entry equally. Moving it into the kinetic term leaves H unchanged and removes |v(0)| from the bound: E is real, and for some g in G

|E − (T(g)+v(0))| ≤ ∑_{k≠0} |v(k)|.

In Lean, `v.erase 0` is v with its zero coefficient removed.

```lean
/-- For a real potential, every energy of the plane-wave Hamiltonian is real and lies near
some kinetic energy shifted by the mean potential `v 0`, within the summed absolute values
of the other Fourier coefficients. -/
theorem energy_near_shifted_kinetic [DecidableEq A] (T : A → ℝ) {v : A →₀ ℂ}
    (hv : IsRealPotential v) (G : Finset A) {x : G → ℂ} (hx : x ≠ 0) {E : ℂ}
    (hE : hamiltonian T v G *ᵥ x = E • x) :
    E.im = 0 ∧ ∃ g ∈ G, |E.re - (T g + (v 0).re)| ≤ strength (v.erase 0) := by
  constructor
  · have hT : (Matrix.diagonal (fun g : G => ((T g : ℝ) : ℂ))).IsHermitian := by
      rw [Matrix.IsHermitian, Matrix.diagonal_conjTranspose]
      congr 1
      funext g
      simp
    exact eigenvalue_real (hT.add (potentialMatrix_isHermitian hv G)) hx hE
  · have h0 : ((v 0).re : ℂ) = v 0 := by
      have h := hv 0
      rw [neg_zero] at h
      exact Complex.conj_eq_iff_re.mp h.symm
    -- move the mean potential into the diagonal part
    have hH : hamiltonian T v G = hamiltonian (fun k => T k + (v 0).re) (v.erase 0) G := by
      refine Matrix.ext fun g h => ?_
      by_cases hgh : g = h
      · subst hgh
        simp [hamiltonian, potentialMatrix, h0]
      · have hne : (g : A) - (h : A) ≠ 0 := fun e => hgh (Subtype.ext (sub_eq_zero.mp e))
        simp [hamiltonian, potentialMatrix, Matrix.diagonal_apply_ne _ hgh,
          Finsupp.erase_ne hne]
    rw [hH] at hE
    obtain ⟨g, hgG, hg⟩ := eigenvalue_near_kinetic _ _ G hx hE
    refine ⟨g, hgG, ?_⟩
    have h := (Complex.abs_re_le_norm _).trans hg
    simpa only [Complex.sub_re, Complex.ofReal_re] using h
```

The bound S(v) can be attained when `A` is finite, as for plane waves on a periodic grid, where differences of wave vectors wrap around. Take all of `A` as the basis, and let every v(k) be real and nonnegative. Each row then runs through all coefficients once, so on the constant vector x_h = 1

∑ₕ v(g−h) · 1 = ∑ₖ v(k) = S(v).

Normalised, this vector has components 1/√n, where n is the number of elements of `A`. If also v(−k) = v(k), the potential is real and the eigenvalue bound above is an equality for the eigenvalue μ = S(v) of this vector. In a reciprocal lattice nothing wraps around, and a finite basis attains the bound only if v(k) = 0 for all k ≠ 0.

```lean
/-- On a finite group with the full basis and nonnegative Fourier coefficients, the constant
vector is mapped to itself times the sum of the absolute values of the coefficients. -/
theorem bound_attained [Fintype A] (v : A →₀ ℂ) (hv : ∀ k, v k = (‖v k‖ : ℂ)) :
    potentialMatrix v Finset.univ *ᵥ (fun _ => 1) = (strength v : ℂ) • (fun _ => 1) := by
  refine funext fun g => ?_
  have h1 : (potentialMatrix v Finset.univ *ᵥ (fun _ => 1)) g
      = ∑ h : (Finset.univ : Finset A), v ((g : A) - (h : A)) := by
    change ∑ h : (Finset.univ : Finset A), v ((g : A) - (h : A)) * 1 = _
    simp only [mul_one]
  -- a row of the matrix runs once through all coefficients
  have h2 : ∑ h : A, v ((g : A) - h) = ∑ k, v k :=
    (Equiv.subLeft (g : A)).sum_comp (fun k => v k)
  have h3 : ∑ k, v k = ∑ k ∈ v.support, v k :=
    (Finset.sum_subset (Finset.subset_univ _) (fun k _ hk => by simpa using hk)).symm
  rw [h1, Finset.sum_coe_sort Finset.univ (fun h => v ((g : A) - h)), h2, h3]
  simp only [Pi.smul_apply, smul_eq_mul, mul_one, strength, Complex.ofReal_sum]
  exact Finset.sum_congr rfl fun k _ => hv k

end

end PlaneWavePotential
```

```lean
#print axioms PlaneWavePotential.potential_eigenvalue_bound
-- 'PlaneWavePotential.potential_eigenvalue_bound' depends on axioms: [propext, Classical.choice, Quot.sound]
#print axioms PlaneWavePotential.energy_near_shifted_kinetic
-- 'PlaneWavePotential.energy_near_shifted_kinetic' depends on axioms: [propext, Classical.choice, Quot.sound]
#print axioms PlaneWavePotential.bound_attained
-- 'PlaneWavePotential.bound_attained' depends on axioms: [propext, Classical.choice, Quot.sound]
```
